# In Gaussian units, a charge wave with wave numbers k > 0 in the plane and q along the normal yields the same wave of potential, times 4π/(k² + q²)

Take a charge density that varies with wave number k > 0 in the plane and as the plane wave exp(iqz) along the normal. In Gaussian units, each sheet of this charge, at height s, adds to the potential at height z through the kernel (2π/k) exp(−k|z − s|). The theorem `plane_wave_response` says that the integral of this kernel times exp(iqs) over all real s is 4π/(k² + q²) times exp(iqz), for all real q and z. The proof writes the Coulomb factor as the Fourier integral already found in `slab_fourier`, changes the variable from s to z − s in the integral on the left, and then tries to show that the two integrands agree at every point.

Lean 4 with Mathlib refuses this proof:

```lean
import Mathlib

open MeasureTheory Set
open scoped Real FourierTransform

namespace SlabCoulomb

/-- Potential at height `z` of a unit charge sheet modulated in its plane with wave number
`k`, for `k > 0`. -/
noncomputable def slabKernel (k z : ℝ) : ℝ := 2 * π / k * Real.exp (-k * |z|)

/-- Coulomb kernel in reciprocal space at in-plane wave number `k` and normal wave number `q`,
for `(k, q) ≠ (0, 0)`. -/
noncomputable def coulombKernel (k q : ℝ) : ℝ := 4 * π / (k ^ 2 + q ^ 2)

/-- Above the sheet the slab kernel times a plane wave is a single complex exponential. -/
theorem slab_above (k q : ℝ) {z : ℝ} (hz : 0 < z) :
    (slabKernel k z : ℂ) * Complex.exp (-(Complex.I * q * z)) =
      2 * π / k * Complex.exp (-(k + Complex.I * q) * z) := by
  simp only [slabKernel, abs_of_pos hz]
  push_cast
  rw [mul_assoc, ← Complex.exp_add]
  congr 2
  ring

/-- On and below the sheet the slab kernel times a plane wave is a single complex
exponential. -/
theorem slab_below (k q : ℝ) {z : ℝ} (hz : z ≤ 0) :
    (slabKernel k z : ℂ) * Complex.exp (-(Complex.I * q * z)) =
      2 * π / k * Complex.exp ((k - Complex.I * q) * z) := by
  simp only [slabKernel, abs_of_nonpos hz]
  push_cast
  rw [mul_assoc, ← Complex.exp_add]
  congr 2
  ring

/-- The slab kernel times a plane wave is integrable over the whole normal axis. -/
theorem slab_integrable {k : ℝ} (hk : 0 < k) (q : ℝ) :
    Integrable (fun z : ℝ => (slabKernel k z : ℂ) * Complex.exp (-(Complex.I * q * z))) := by
  have hR : (-((k : ℂ) + Complex.I * q)).re < 0 := by simp [hk]
  have hL : 0 < ((k : ℂ) - Complex.I * q).re := by simp [hk]
  rw [← integrableOn_univ, ← Set.Iic_union_Ioi (a := (0 : ℝ))]
  refine IntegrableOn.union ?_ ?_
  · exact IntegrableOn.congr_fun
      (Integrable.const_mul (integrableOn_exp_mul_complex_Iic hL 0) (2 * π / k : ℂ))
      (fun z hz => (slab_below k q hz).symm) measurableSet_Iic
  · exact IntegrableOn.congr_fun
      (Integrable.const_mul (integrableOn_exp_mul_complex_Ioi hR 0) (2 * π / k : ℂ))
      (fun z hz => (slab_above k q hz).symm) measurableSet_Ioi

/-- The Fourier transform of the slab kernel along the normal axis is the Coulomb kernel
`4π / (k² + q²)`. -/
theorem slab_fourier {k : ℝ} (hk : 0 < k) (q : ℝ) :
    ∫ z : ℝ, (slabKernel k z : ℂ) * Complex.exp (-(Complex.I * q * z)) =
      (coulombKernel k q : ℂ) := by
  have hR : (-((k : ℂ) + Complex.I * q)).re < 0 := by simp [hk]
  have hL : 0 < ((k : ℂ) - Complex.I * q).re := by simp [hk]
  have hi := slab_integrable hk q
  -- split the axis at the sheet and integrate each exponential
  rw [← intervalIntegral.integral_Iic_add_Ioi (b := (0 : ℝ)) hi.integrableOn hi.integrableOn,
    setIntegral_congr_fun measurableSet_Iic (fun z hz => slab_below k q hz),
    setIntegral_congr_fun measurableSet_Ioi (fun z hz => slab_above k q hz),
    integral_const_mul, integral_const_mul,
    integral_exp_mul_complex_Iic hL, integral_exp_mul_complex_Ioi hR]
  have hk0 : (k : ℂ) ≠ 0 := by exact_mod_cast hk.ne'
  have ha : (k : ℂ) - Complex.I * q ≠ 0 := fun h => by simp [h] at hL
  have hb : (k : ℂ) + Complex.I * q ≠ 0 := fun h => by simp [h] at hR
  have hfac : (k : ℂ) ^ 2 + (q : ℂ) ^ 2 =
      (k - Complex.I * q) * (k + Complex.I * q) := by
    linear_combination (q : ℂ) ^ 2 * Complex.I_sq
  simp only [coulombKernel, Complex.ofReal_zero, mul_zero, Complex.exp_zero, neg_div_neg_eq]
  push_cast
  rw [hfac]
  field_simp
  ring

/-- A plane wave of charge along the normal axis produces the same plane wave of potential,
multiplied by the Coulomb kernel. -/
theorem plane_wave_response {k : ℝ} (hk : 0 < k) (q z : ℝ) :
    ∫ s : ℝ, (slabKernel k (z - s) : ℂ) * Complex.exp (Complex.I * q * s) =
      coulombKernel k q * Complex.exp (Complex.I * q * z) := by
  rw [← slab_fourier hk q, ← integral_sub_left_eq_self _ volume z, ← integral_mul_const]
  refine integral_congr_ae (Filter.Eventually.of_forall fun s => ?_)
  dsimp only
  rw [mul_assoc, ← Complex.exp_add]
  congr 2
  push_cast
  ring

end SlabCoulomb
```

The error:

```
Main.lean:85:17: error: Tactic `rewrite` failed: Did not find an occurrence of the pattern
  Complex.exp ?x * Complex.exp ?y
in the target expression
  ↑(slabKernel k (z - (z - s))) * Complex.exp (Complex.I * (↑q * ↑(z - s))) =
    ↑(slabKernel k s) * Complex.exp (-(Complex.I * ↑q * ↑s)) * Complex.exp (Complex.I * ↑q * ↑z)

k : ℝ
hk : 0 < k
q z s : ℝ
⊢ ↑(slabKernel k (z - (z - s))) * Complex.exp (Complex.I * (↑q * ↑(z - s))) =
    ↑(slabKernel k s) * Complex.exp (-(Complex.I * ↑q * ↑s)) * Complex.exp (Complex.I * ↑q * ↑z)
```

What went wrong. The error says that `← Complex.exp_add` found no product of two exponentials to merge. The right side does hold two exponentials, but it is grouped as (kernel · exp) · exp, so they are not the two factors of a single product. The `mul_assoc` before it was meant to regroup them. Given no arguments, it matched the product `Complex.I * q * (z - s)` inside the exponent on the left instead, and the message shows that product regrouped while the right side is unchanged.

The repair names the first factor, `mul_assoc (slabKernel k s : ℂ)`, which only the product on the right fits. The two exponentials then stand together and `← Complex.exp_add` can merge them.

The added `sub_sub_cancel` turns `z - (z - s)` into `s`. It isn't needed for the merging, but it makes the kernel factors on both sides identical, so that `congr 2` leaves only the equality of the exponents, which `push_cast` and `ring` prove.

After these edits no error is left:

```diff
@@ -83,5 +83,5 @@
   refine integral_congr_ae (Filter.Eventually.of_forall fun s => ?_)
   dsimp only
-  rw [mul_assoc, ← Complex.exp_add]
+  rw [sub_sub_cancel, mul_assoc (slabKernel k s : ℂ), ← Complex.exp_add]
   congr 2
   push_cast
```
